# On a finite path set, Feynman's variational gap in units of $k_BT$ is at least half the squared $\ell^1$ distance between the normalised positive path weights

Q: I fit a trial action $S_0$ to a true action $S$, and Feynman's inequality says that my free-energy estimate errs on the high side. Suppose the excess is tiny. I then compute a bead-distance histogram with $S_0$, and the sign of the excess gives me no error bar for it. What does?

A: A lower bound on the excess in terms of the normalised path weights. If the weights differed much, the excess could not be tiny. Take finitely many paths $x$, and at least one:

```lean
import Mathlib

open Finset

namespace QuantitativeFeynmanBound

noncomputable section

variable {P : Type*} [Fintype P]
```

Q: What is an action here?

A: Any real function on the paths: the Euclidean action in units of $\hbar$, including the spring terms of a ring polymer. Its partition sum is $Z=\sum_x e^{-S(x)}$, and its weights are $p(x)=e^{-S(x)}/Z$.

```lean
/-- The partition sum of an action over a finite set of paths. -/
def partitionSum (S : P → ℝ) : ℝ := ∑ x, Real.exp (-S x)

/-- The normalised statistical weight of a path. -/
def weight (S : P → ℝ) (x : P) : ℝ := Real.exp (-S x) / partitionSum S
```

$Z_0$ and $p_0$ come from $S_0$ in the same way. An average under $S_0$ is $\langle A\rangle_0=\sum_x p_0(x)A(x)$, and $\langle A\rangle$ is the one under $S$.

```lean
/-- The average of a path observable `A` with the weights of the action `S`. -/
def average (S A : P → ℝ) : ℝ := ∑ x, weight S x * A x
```

Q: And the excess?

A: It is the gap
$$G=\langle S-S_0\rangle_0-\log Z_0+\log Z .$$
With $F=-\beta^{-1}\log Z$ at inverse temperature $\beta$, $G$ is $\beta$ times the amount by which Feynman's upper bound exceeds $F$. The weights are compared through $D=\sum_x|p(x)-p_0(x)|$.

```lean
/-- The variational gap `⟨S - S0⟩₀ - log Z0 + log Z` of the trial action `S0`. -/
def variationalGap (S S0 : P → ℝ) : ℝ :=
  average S0 (fun x => S x - S0 x) - Real.log (partitionSum S0) + Real.log (partitionSum S)

/-- The summed absolute difference of the path weights of two actions. -/
def weightDistance (S S0 : P → ℝ) : ℝ := ∑ x, |weight S x - weight S0 x|
```

The claim is $G\ge\tfrac12D^2$, for every pair of real actions on the set.

Q: My beads move in continuous space. Does this cover them?

A: Only after you put their positions on a finite grid. Positive quadrature weights can be absorbed into both actions. Real-time phases and fermionic signs are excluded, because the weights must be positive. That positivity and the normalisation are the first facts needed:

```lean
lemma partitionSum_pos [Nonempty P] (S : P → ℝ) : 0 < partitionSum S :=
  Finset.sum_pos (fun _ _ => Real.exp_pos _) Finset.univ_nonempty

lemma weight_pos [Nonempty P] (S : P → ℝ) (x : P) : 0 < weight S x :=
  div_pos (Real.exp_pos _) (partitionSum_pos S)

lemma sum_weight [Nonempty P] (S : P → ℝ) : ∑ x, weight S x = 1 := by
  unfold weight
  rw [← Finset.sum_div]
  exact div_self (partitionSum_pos S).ne'
```

Q: How does $G$, which contains actions, turn into a statement about weights?

A: Take the logarithm of a weight: $\log p=-S-\log Z$, and likewise for $p_0$. Hence
$$\log\frac{p_0(x)}{p(x)}=S(x)-S_0(x)-\log Z_0+\log Z .$$
Multiply by $p_0(x)$ and sum. Since $\sum_x p_0(x)=1$, the constants come out whole, and $G=\sum_x p_0(x)\log\big(p_0(x)/p(x)\big)$, the relative entropy. The code's `hlog` is the first formula, and its `calc` block does the sum.

```lean
/-- The variational gap is the relative entropy of the trial weights with respect to the
weights of the full action. -/
theorem variationalGap_eq_relativeEntropy [Nonempty P] (S S0 : P → ℝ) :
    variationalGap S S0 = ∑ x, weight S0 x * Real.log (weight S0 x / weight S x) := by
  have hlog : ∀ (T : P → ℝ) (x : P),
      Real.log (weight T x) = -T x - Real.log (partitionSum T) := by
    intro T x
    rw [weight, Real.log_div (Real.exp_pos _).ne' (partitionSum_pos T).ne', Real.log_exp]
  calc variationalGap S S0
      = ∑ x, weight S0 x * (S x - S0 x) + (∑ x, weight S0 x) *
          (Real.log (partitionSum S) - Real.log (partitionSum S0)) := by
        rw [sum_weight]
        unfold variationalGap average
        ring
    _ = _ := by
        rw [Finset.sum_mul, ← Finset.sum_add_distrib]
        refine Finset.sum_congr rfl fun x _ => ?_
        rw [Real.log_div (weight_pos S0 x).ne' (weight_pos S x).ne', hlog, hlog]
        ring
```

Q: So the claim is Pinsker's inequality?

A: Yes, for strictly positive weights on a finite set. The proof starts from a bound for one positive number $x$:
$$\log x\ \ge\ \frac{(x-1)(5x+1)}{2x(x+2)} .$$
Left side minus right side has derivative
$$\frac1x-\frac{7x^2+x+1}{x^2(x+2)^2}=\frac{(x-1)^3}{x^2(x+2)^2}.$$
The difference therefore falls on $(0,1]$, rises on $[1,\infty)$ and vanishes at $x=1$, so it is never negative. Lean computes the derivative in `hd` and then treats the two intervals separately.

```lean
/-- A rational lower bound on the logarithm of a positive number. -/
theorem rational_le_log {x : ℝ} (hx : 0 < x) :
    (x - 1) * (5 * x + 1) / (2 * x * (x + 2)) ≤ Real.log x := by
  -- the difference of the two sides has a derivative with the sign of `y - 1`
  have hd : ∀ y : ℝ, 0 < y → HasDerivAt
      (fun y : ℝ => Real.log y - (y - 1) * (5 * y + 1) / (2 * y * (y + 2)))
      ((y - 1) ^ 3 / (y ^ 2 * (y + 2) ^ 2)) y := by
    intro y hy
    have h1 : HasDerivAt (fun y : ℝ => (y - 1) * (5 * y + 1))
        (1 * (5 * y + 1) + (y - 1) * (5 * 1)) y :=
      ((hasDerivAt_id' y).sub_const 1).fun_mul (((hasDerivAt_id' y).const_mul 5).add_const 1)
    have h2 : HasDerivAt (fun y : ℝ => 2 * y * (y + 2)) (2 * 1 * (y + 2) + 2 * y * 1) y :=
      ((hasDerivAt_id' y).const_mul 2).fun_mul ((hasDerivAt_id' y).add_const 2)
    have h3 : 2 * y * (y + 2) ≠ 0 := by positivity
    refine ((Real.hasDerivAt_log hy.ne').fun_sub (h1.fun_div h2 h3)).congr_deriv ?_
    have h4 : y + 2 ≠ 0 := by positivity
    field_simp
    ring
  rcases le_total 1 x with h | h
  · have hpos : ∀ y ∈ Set.Ici (1 : ℝ), 0 < y := fun y hy => lt_of_lt_of_le one_pos hy
    have hm := monotoneOn_of_deriv_nonneg (convex_Ici (1 : ℝ))
      (fun y hy => (hd y (hpos y hy)).continuousAt.continuousWithinAt)
      (fun y hy => (hd y (hpos y (interior_subset hy))).differentiableAt.differentiableWithinAt)
      (fun y hy => by
        have hy' : 1 ≤ y := interior_subset hy
        rw [(hd y (by linarith)).deriv]
        exact div_nonneg (pow_nonneg (sub_nonneg.2 hy') 3) (by positivity))
    have h5 := hm (Set.mem_Ici.2 le_rfl) (Set.mem_Ici.2 h) h
    simp only [Real.log_one, sub_self, zero_mul, zero_div] at h5
    linarith
  · have hm := antitoneOn_of_deriv_nonpos (convex_Ioc (0 : ℝ) 1)
      (fun y hy => (hd y hy.1).continuousAt.continuousWithinAt)
      (fun y hy => (hd y (interior_subset hy).1).differentiableAt.differentiableWithinAt)
      (fun y hy => by
        have hy' : y ∈ Set.Ioc (0 : ℝ) 1 := interior_subset hy
        rw [(hd y hy'.1).deriv]
        have h6 : 0 ≤ (1 - y) ^ 3 := pow_nonneg (sub_nonneg.2 hy'.2) 3
        exact div_nonpos_of_nonpos_of_nonneg (by nlinarith) (by positivity))
    have h5 := hm (Set.mem_Ioc.2 ⟨hx, h⟩) (Set.mem_Ioc.2 ⟨one_pos, le_rfl⟩) h
    simp only [Real.log_one, sub_self, zero_mul, zero_div] at h5
    linarith
```

Q: What does that give for a single path?

A: Write $q=p_0(x)$ and $p=p(x)$, as the next theorem does. Insert the ratio $q/p$ and multiply by $q$:
$$q\log\frac qp\ \ge\ \frac{(q-p)(5q+p)}{2(q+2p)}=(q-p)+\frac32\,\frac{(p-q)^2}{q+2p}.$$
The fraction is awkward to sum. For any real $s$, expanding $\big(|p-q|-s(q+2p)\big)^2\ge0$ and dividing by $q+2p$ gives
$$\frac{(p-q)^2}{q+2p}\ge 2s|p-q|-s^2(q+2p).$$
The equality `e` is the algebra of the first line, and `h2` is the completed square.

```lean
/-- A lower bound, with a free parameter `s`, on the contribution of one path with weights
`q` and `p` to the relative entropy. -/
theorem entropy_term_lower {q p : ℝ} (hq : 0 < q) (hp : 0 < p) (s : ℝ) :
    (q - p) + 3 * s * |p - q| - 3 / 2 * s ^ 2 * (q + 2 * p) ≤ q * Real.log (q / p) := by
  have hw : 0 < q + 2 * p := by positivity
  have h := mul_le_mul_of_nonneg_left (rational_le_log (div_pos hq hp)) hq.le
  have e : q * ((q / p - 1) * (5 * (q / p) + 1) / (2 * (q / p) * (q / p + 2)))
      = (q - p) + 3 / 2 * ((p - q) ^ 2 / (q + 2 * p)) := by
    have e1 : q / p + 2 = (q + 2 * p) / p := by field_simp
    have hw' := hw.ne'
    rw [e1]
    field_simp
    ring
  -- completing the square
  have h2 : 2 * s * |p - q| - s ^ 2 * (q + 2 * p) ≤ (p - q) ^ 2 / (q + 2 * p) := by
    rw [le_div_iff₀ hw, ← sq_abs (p - q)]
    nlinarith [sq_nonneg (|p - q| - s * (q + 2 * p))]
  rw [e] at h
  linarith
```

Q: Then you sum over paths?

A: Yes. The terms $q-p$ cancel, and $\sum_x(q+2p)=3$, so
$$G\ \ge\ 3sD-\tfrac92s^2 .$$
The right side is largest at $s=D/3$, where it equals $D^2-\tfrac12D^2=\tfrac12D^2$. In Lean, `e` evaluates the sum for every $s$, and the `calc` block inserts $D/3$.

```lean
/-- Quantitative Feynman bound: the variational gap is at least half the square of the summed
absolute difference of the path weights. -/
theorem quantitative_feynman_bound [Nonempty P] (S S0 : P → ℝ) :
    1 / 2 * weightDistance S S0 ^ 2 ≤ variationalGap S S0 := by
  have e : ∀ s : ℝ, ∑ x, ((weight S0 x - weight S x) + 3 * s * |weight S x - weight S0 x|
      - 3 / 2 * s ^ 2 * (weight S0 x + 2 * weight S x))
      = 3 * s * weightDistance S S0 - 9 / 2 * s ^ 2 := by
    intro s
    simp only [Finset.sum_sub_distrib, Finset.sum_add_distrib, ← Finset.mul_sum, sum_weight]
    unfold weightDistance
    ring
  rw [variationalGap_eq_relativeEntropy]
  -- the best parameter is one third of the distance
  calc 1 / 2 * weightDistance S S0 ^ 2
      = 3 * (weightDistance S S0 / 3) * weightDistance S S0
          - 9 / 2 * (weightDistance S S0 / 3) ^ 2 := by ring
    _ = _ := (e _).symm
    _ ≤ _ := Finset.sum_le_sum fun x _ =>
        entropy_term_lower (weight_pos S0 x) (weight_pos S x) _
```

Q: Now my histogram.

A: Let an observable $A$ stay within $M$ of some constant $c$. Both sets of weights sum to one, so $c$ can be subtracted:
$$|\langle A\rangle-\langle A\rangle_0|=\Big|\sum_x(p(x)-p_0(x))(A(x)-c)\Big|\le MD\le M\sqrt{2G}.$$
The indicator of a histogram bin, or the fraction of a path's bead distances that fall in it, is an observable between 0 and 1, so $c=M=\tfrac12$. A gap of $0.02$ then limits the error in its probability to $0.1$.

```lean
/-- If an observable stays within `M` of a constant `c`, its averages under the two actions
differ by at most `M` times the square root of twice the variational gap. -/
theorem average_error_le [Nonempty P] (S S0 A : P → ℝ) (c M : ℝ) (hA : ∀ x, |A x - c| ≤ M) :
    |average S A - average S0 A| ≤ M * Real.sqrt (2 * variationalGap S S0) := by
  have hM : 0 ≤ M := (abs_nonneg _).trans (hA (Classical.arbitrary P))
  have hD : weightDistance S S0 ≤ Real.sqrt (2 * variationalGap S S0) :=
    (le_abs_self _).trans
      (Real.abs_le_sqrt (by linarith [quantitative_feynman_bound S S0]))
  -- normalisation lets us subtract the constant
  have e : average S A - average S0 A = ∑ x, (weight S x - weight S0 x) * (A x - c) := by
    simp only [sub_mul, mul_sub, Finset.sum_sub_distrib, ← Finset.sum_mul, sum_weight]
    unfold average
    ring
  calc |average S A - average S0 A|
      ≤ ∑ x, |(weight S x - weight S0 x) * (A x - c)| := by
        rw [e]
        exact Finset.abs_sum_le_sum_abs _ _
    _ ≤ ∑ x, M * |weight S x - weight S0 x| := by
        refine Finset.sum_le_sum fun x _ => ?_
        rw [abs_mul, mul_comm]
        exact mul_le_mul_of_nonneg_right (hA x) (abs_nonneg _)
    _ = M * weightDistance S S0 := by rw [weightDistance, Finset.mul_sum]
    _ ≤ _ := mul_le_mul_of_nonneg_left hD hM
```

For a path-integral simulation on a finite grid with positive weights, this bounds the systematic error made by sampling the trial action in place of $S$ on the same path set. Errors from the grid or from the number of beads are not included. An unbounded observable, such as a squared displacement in infinite space, would need a different argument.

Q: How would my code get $G$ without knowing $Z$?

A: From the samples of $S_0$ you already have. Record $\Delta=S-S_0$ for each. Since $Z/Z_0=\langle e^{-\Delta}\rangle_0$,
$$G=\langle\Delta\rangle_0+\log\langle e^{-\Delta}\rangle_0 ,$$
with the second term evaluated by a log-sum-exp routine. With finitely many samples that term is biased low on average, unless $\Delta$ is constant, so a small estimated gap deserves a convergence check.

Q: Could a better prefactor than $\tfrac12$ tighten my error bar?

A: Not one valid for all actions. Take two paths with $S(0)=t$, $S(1)=-t$ and $S_0=0$. Then $Z=2\cosh t$, $Z_0=2$ and $\langle S\rangle_0=0$, so $G=\log\cosh t$. The weights differ from $\tfrac12$ by $\mp\tfrac12\tanh t$, so $D=|\tanh t|$.

```lean
/-- For two paths with actions `t` and `-t` and a vanishing trial action, the gap is
`log cosh t` and the weight distance is `|tanh t|`. -/
theorem two_path_values (t : ℝ) :
    variationalGap ![t, -t] 0 = Real.log (Real.cosh t) ∧
      weightDistance ![t, -t] 0 = |Real.tanh t| := by
  have h0 : (![t, -t] : Fin 2 → ℝ) 0 = t := rfl
  have h1 : (![t, -t] : Fin 2 → ℝ) 1 = -t := rfl
  have hc : Real.cosh t ≠ 0 := (Real.cosh_pos t).ne'
  have hZ : partitionSum ![t, -t] = 2 * Real.cosh t := by
    rw [partitionSum, Fin.sum_univ_two, h0, h1, neg_neg, Real.cosh_eq]
    ring
  have hZ0 : partitionSum (0 : Fin 2 → ℝ) = 2 := by
    norm_num [partitionSum, Fin.sum_univ_two]
  have hw : ∀ x, weight (0 : Fin 2 → ℝ) x = 1 / 2 := by
    intro x
    simp [weight, hZ0]
  constructor
  · rw [variationalGap, average, Fin.sum_univ_two, hZ0, hZ, Real.log_mul two_ne_zero hc]
    simp only [hw, h0, h1, Pi.zero_apply]
    ring
  · have ha : weight ![t, -t] 0 - 1 / 2 = -(Real.tanh t / 2) := by
      rw [weight, hZ, h0, Real.tanh_eq_sinh_div_cosh, ← Real.cosh_sub_sinh]
      field_simp
      ring
    have hb : weight ![t, -t] 1 - 1 / 2 = Real.tanh t / 2 := by
      rw [weight, hZ, h1, neg_neg, Real.tanh_eq_sinh_div_cosh, ← Real.cosh_add_sinh]
      field_simp
      ring
    rw [weightDistance, Fin.sum_univ_two, hw, hw, ha, hb, abs_neg, abs_div, abs_two]
    ring
```

Now let $c>\tfrac12$ be a proposed prefactor, and choose $t>0$ with $t^2=\tfrac12\log(2c)$. From $\cosh t\le e^{t^2/2}$ we get $G\le t^2/2$ and $\cosh^2t\le e^{t^2}<2c$. With $\sinh t\ge t$,
$$G\le\frac{t^2}{2}<\frac{c\,t^2}{\cosh^2t}\le c\tanh^2t=cD^2,$$
so the proposed bound fails for this pair. The Lean proof uses the same $t$ and the same inequalities.

```lean
/-- For any constant `c` above one half, some pair of actions on two paths has a variational gap
smaller than `c` times the square of its weight distance. -/
theorem half_is_optimal {c : ℝ} (hc : 1 / 2 < c) :
    ∃ S S0 : Fin 2 → ℝ, variationalGap S S0 < c * weightDistance S S0 ^ 2 := by
  have hl : 0 < Real.log (2 * c) := Real.log_pos (by linarith)
  obtain ⟨t, ht, ht2⟩ : ∃ t : ℝ, 0 ≤ t ∧ t ^ 2 = Real.log (2 * c) / 2 :=
    ⟨Real.sqrt (Real.log (2 * c) / 2), Real.sqrt_nonneg _, Real.sq_sqrt (by linarith)⟩
  refine ⟨![t, -t], 0, ?_⟩
  rw [(two_path_values t).1, (two_path_values t).2, sq_abs, Real.tanh_eq_sinh_div_cosh, div_pow]
  have hcosh := Real.cosh_le_exp_half_sq t
  have hC : Real.cosh t ^ 2 < 2 * c := by
    calc Real.cosh t ^ 2 ≤ Real.exp (t ^ 2 / 2) ^ 2 :=
          pow_le_pow_left₀ (Real.cosh_pos t).le hcosh 2
      _ = Real.exp (t ^ 2) := by rw [sq (Real.exp _), ← Real.exp_add, add_halves]
      _ < Real.exp (Real.log (2 * c)) := Real.exp_lt_exp.2 (by linarith)
      _ = 2 * c := Real.exp_log (by linarith)
  have hS : t ^ 2 ≤ Real.sinh t ^ 2 := pow_le_pow_left₀ ht (Real.self_le_sinh_iff.2 ht) 2
  have htpos : 0 < t ^ 2 := by linarith
  have hc0 : 0 ≤ c := by linarith
  refine lt_of_le_of_lt ((Real.log_le_iff_le_exp (Real.cosh_pos t)).2 hcosh) ?_
  rw [← mul_div_assoc, lt_div_iff₀ (pow_pos (Real.cosh_pos t) 2)]
  nlinarith [mul_lt_mul_of_pos_left hC htpos, mul_le_mul_of_nonneg_left hS hc0]

end

end QuantitativeFeynmanBound
```

```lean
#print axioms QuantitativeFeynmanBound.quantitative_feynman_bound
#print axioms QuantitativeFeynmanBound.average_error_le
#print axioms QuantitativeFeynmanBound.half_is_optimal
```

```
'QuantitativeFeynmanBound.quantitative_feynman_bound' depends on axioms: [propext, Classical.choice, Quot.sound]
'QuantitativeFeynmanBound.average_error_le' depends on axioms: [propext, Classical.choice, Quot.sound]
'QuantitativeFeynmanBound.half_is_optimal' depends on axioms: [propext, Classical.choice, Quot.sound]
```
